# Averaging over N field directions gives every isotropic polarizability exactly when Σ n_k n_kᵀ = (N/3) I

The static polarizability is modelled here as a real 3 × 3 matrix A, with no molecule or Hamiltonian behind it. A weak field E induces the dipole A E, so a field along the unit vector n gives the response n · A n along itself. The field directions are N vectors n_k, with k = 0, …, N−1, written in Lean as `n : Fin N → Fin 3 → ℝ`. This type allows any length, so unit length appears as a hypothesis where it is used.

For finite-field electronic-structure calculations, the result says which sets of directions suffice for an equally weighted average whatever the polarizability tensor, within linear response and with the diagonal responses known exactly. Finite-field errors and unequal weights are left out.

```lean
import Mathlib

open Matrix

namespace IsotropicPolarizability

noncomputable section
```

## The average and its target

The directional average is

(1/N) Σ_k n_k · A n_k.

In the code, `⬝ᵥ` is the dot product and `*ᵥ` applies a matrix to a vector.

```lean
/-- The mean of the diagonal responses `n_k · A n_k` over `N ≥ 1` field vectors. -/
def directionalAverage {N : ℕ} (n : Fin N → Fin 3 → ℝ) (A : Matrix (Fin 3) (Fin 3) ℝ) : ℝ :=
  (∑ k, n k ⬝ᵥ A *ᵥ n k) / N
```

It is compared with the isotropic polarizability, the mean over all orientations:

tr(A)/3.

```lean
/-- The isotropic polarizability, one third of the trace of the polarizability tensor. -/
def isotropic (A : Matrix (Fin 3) (Fin 3) ℝ) : ℝ := A.trace / 3
```

The directions will enter only through the sum of their outer products,

S = Σ_k n_k n_kᵀ.

```lean
/-- The frame matrix of the field vectors, the sum of the outer products `n_k n_kᵀ`. -/
def frame {N : ℕ} (n : Fin N → Fin 3 → ℝ) : Matrix (Fin 3) (Fin 3) ℝ :=
  ∑ k, vecMulVec (n k) (n k)
```

To expose a poor set of directions, take a tensor with extra response along a vector m:

I + m mᵀ.

```lean
/-- The model polarizability tensor `I + m mᵀ`, the identity plus the outer product of `m` with
itself. -/
def stretched (m : Fin 3 → ℝ) : Matrix (Fin 3) (Fin 3) ℝ := 1 + vecMulVec m m
```

## The condition on the directions

For any vector v,

v · A v = Σ_ij v_i A_ij v_j = tr(A v vᵀ).

Summing over the n_k and dividing by N gives tr(A S)/N. In the proof, `quad` is the identity for one vector, and linearity of the trace does the rest.

```lean
/-- The directional average depends on the field vectors only through their frame matrix `S`:
it equals `tr(A S) / N`. -/
theorem directionalAverage_eq_trace {N : ℕ} (n : Fin N → Fin 3 → ℝ)
    (A : Matrix (Fin 3) (Fin 3) ℝ) :
    directionalAverage n A = (A * frame n).trace / N := by
  have quad : ∀ v : Fin 3 → ℝ, v ⬝ᵥ A *ᵥ v = (A * vecMulVec v v).trace := by
    intro v
    simp only [Matrix.trace, Matrix.diag_apply, Matrix.mul_apply, Matrix.mulVec, dotProduct,
      Matrix.vecMulVec_apply, Fin.sum_univ_three]
    ring
  unfold directionalAverage frame
  rw [Finset.mul_sum, Matrix.trace_sum]
  simp only [quad]
```

If S = (N/3) I and N ≥ 1, then

tr(A S)/N = (N/3) tr(A)/N = tr(A)/3.

This direction does not need A to be symmetric.

```lean
/-- If the frame matrix of `N ≥ 1` field vectors is `(N/3) I`, the directional average of any
real 3 by 3 tensor is its isotropic value. -/
theorem average_eq_isotropic_of_frame {N : ℕ} (hN : 0 < N) (n : Fin N → Fin 3 → ℝ)
    (h : frame n = ((N : ℝ) / 3) • (1 : Matrix (Fin 3) (Fin 3) ℝ))
    (A : Matrix (Fin 3) (Fin 3) ℝ) : directionalAverage n A = isotropic A := by
  have hN' : (N : ℝ) ≠ 0 := by exact_mod_cast hN.ne'
  rw [directionalAverage_eq_trace, h, Matrix.mul_smul, mul_one, Matrix.trace_smul, smul_eq_mul,
    isotropic]
  field_simp
```

For the converse, suppose that the average is right for every symmetric A. The matrix D = S − (N/3) I is itself symmetric, so the rule applies to it:

tr(D S)/N = tr(D)/3.

Therefore

tr(D D) = tr(D S) − (N/3) tr(D) = 0.

Since D is symmetric, tr(D D) = tr(Dᵀ D) = Σ_ij D_ij². A vanishing sum of squares forces D = 0, which is the condition on S.

For unit vectors D has zero trace, so unless it vanishes it has a negative eigenvalue, which no ground-state static polarizability has. Requiring the rule only for positive definite tensors would still give the same condition. For large c both D + c I and c I are positive definite, and since both sides of the rule are linear in A, subtracting the two cases gives the rule for D. This remark is not part of the Lean proof.

In Lean, `h1` is the rule applied to D, `h2` expands D D, `h3` says that tr(Dᵀ D) = 0 and `h4` concludes D = 0. The conjugate transpose `Dᴴ` is the ordinary transpose for real entries. The theorem assumes `0 < N` but not unit length, and `A.IsSymm` expresses the symmetry of a static polarizability, which is minus the matrix of second derivatives of the energy with respect to the field components.

```lean
/-- For `N ≥ 1` field vectors, the directional average gives the isotropic value of every
symmetric polarizability tensor if and only if `∑ n_k n_kᵀ = (N/3) I`. -/
theorem average_eq_isotropic_iff {N : ℕ} (hN : 0 < N) (n : Fin N → Fin 3 → ℝ) :
    (∀ A : Matrix (Fin 3) (Fin 3) ℝ, A.IsSymm → directionalAverage n A = isotropic A) ↔
      frame n = ((N : ℝ) / 3) • (1 : Matrix (Fin 3) (Fin 3) ℝ) := by
  refine ⟨fun h => ?_, fun h A _ => average_eq_isotropic_of_frame hN n h A⟩
  have hN' : (N : ℝ) ≠ 0 := by exact_mod_cast hN.ne'
  have hS : (frame n).IsSymm := by
    apply Matrix.IsSymm.ext
    intro i j
    simp only [frame, Matrix.sum_apply, Matrix.vecMulVec_apply]
    exact Finset.sum_congr rfl fun k _ => mul_comm _ _
  -- test the rule on the deviation `D` of the frame matrix from isotropy
  obtain ⟨D, hD⟩ : ∃ D, D = frame n - ((N : ℝ) / 3) • (1 : Matrix (Fin 3) (Fin 3) ℝ) :=
    ⟨_, rfl⟩
  have hDs : D.IsSymm := by
    rw [hD]
    exact hS.sub (Matrix.isSymm_one.smul _)
  have h1 := h D hDs
  rw [directionalAverage_eq_trace, isotropic, div_eq_iff hN'] at h1
  have h2 : D * D = D * frame n - ((N : ℝ) / 3) • D := by
    calc D * D = D * (frame n - ((N : ℝ) / 3) • (1 : Matrix (Fin 3) (Fin 3) ℝ)) := by
          rw [← hD]
      _ = D * frame n - ((N : ℝ) / 3) • D := by rw [mul_sub, Matrix.mul_smul, mul_one]
  -- the trace of `D D` is the sum of the squared entries of `D`
  have h3 : (Dᴴ * D).trace = 0 := by
    rw [Matrix.conjTranspose_eq_transpose_of_trivial, hDs.eq, h2, Matrix.trace_sub,
      Matrix.trace_smul, smul_eq_mul]
    linear_combination h1
  have h4 : D = 0 := Matrix.trace_conjTranspose_mul_self_eq_zero_iff.mp h3
  rw [hD] at h4
  exact sub_eq_zero.mp h4
```

## Directions that miss a component

The response of the stretched tensor along x is

x · (I + m mᵀ) x = x · x + (m · x)².

```lean
/-- The response of `I + m mᵀ` along `x` is `x · x + (m · x)²`. -/
theorem stretched_response (m x : Fin 3 → ℝ) :
    x ⬝ᵥ stretched m *ᵥ x = x ⬝ᵥ x + (m ⬝ᵥ x) ^ 2 := by
  rw [stretched, Matrix.add_mulVec, Matrix.one_mulVec, dotProduct_add]
  simp only [Matrix.mulVec, dotProduct, Matrix.vecMulVec_apply, Fin.sum_univ_three]
  ring
```

If x ≠ 0, some component is nonzero, so x · x > 0.

```lean
/-- A nonzero vector has positive squared length. -/
theorem dot_self_pos {x : Fin 3 → ℝ} (hx : x ≠ 0) : 0 < x ⬝ᵥ x := by
  obtain ⟨i, hi⟩ := Function.ne_iff.mp hx
  unfold dotProduct
  exact Finset.sum_pos' (fun j _ => mul_self_nonneg _)
    ⟨i, Finset.mem_univ i, mul_self_pos.mpr hi⟩
```

Now let all n_k be unit vectors orthogonal to some m ≠ 0. Each response is 1, so the average is 1, while

tr(I + m mᵀ)/3 = 1 + |m|²/3 > 1.

In the proof, `havg` is the value of the average and `htr` is the trace 3 + |m|², which is then divided by 3 for the comparison.

Some upper bound on the lengths is needed for this inequality. With N = 1, n_0 = (2, 0, 0) and m = (0, 0, 1), the average is 4 but the isotropic value is 4/3.

```lean
/-- If `N ≥ 1` unit field directions are all orthogonal to a nonzero vector `m`, their average
underestimates the isotropic polarizability of `I + m mᵀ`. -/
theorem coplanar_underestimates {N : ℕ} (hN : 0 < N) (n : Fin N → Fin 3 → ℝ)
    (hn : ∀ k, n k ⬝ᵥ n k = 1) {m : Fin 3 → ℝ} (hm : m ≠ 0) (hmn : ∀ k, m ⬝ᵥ n k = 0) :
    directionalAverage n (stretched m) < isotropic (stretched m) := by
  have hN' : (N : ℝ) ≠ 0 := by exact_mod_cast hN.ne'
  have havg : directionalAverage n (stretched m) = 1 := by
    simp [directionalAverage, stretched_response, hn, hmn, hN']
  have htr : (stretched m).trace = 3 + m ⬝ᵥ m := by
    simp only [stretched, Matrix.trace, Matrix.diag_apply, Matrix.add_apply,
      Matrix.one_apply_eq, Matrix.vecMulVec_apply, dotProduct, Fin.sum_univ_three]
    ring
  rw [havg, isotropic, htr]
  linarith [dot_self_pos hm]
```

## One or two directions fail, three can succeed

Put the n_k in the rows of an N × 3 matrix. For N = 1 or 2 it maps R³ to a space of lower dimension, so its kernel contains some m ≠ 0, and m · n_k = 0 for every k. The previous inequality then applies to I + m mᵀ. This tensor is symmetric, and it is positive definite because

x · x + (m · x)² > 0 for x ≠ 0.

The tensor depends on the chosen directions: each choice fails for some polarizability, not for all of them. In Lean, `hker` is the dimension count, and the last two bullets check symmetry and positivity.

```lean
/-- For any one or two unit field directions there is a symmetric, positive definite
polarizability tensor whose isotropic value exceeds the directional average. -/
theorem one_or_two_directions_fail {N : ℕ} (hN : 0 < N) (hN2 : N ≤ 2)
    (n : Fin N → Fin 3 → ℝ) (hn : ∀ k, n k ⬝ᵥ n k = 1) :
    ∃ A : Matrix (Fin 3) (Fin 3) ℝ, A.IsSymm ∧ (∀ x, x ≠ 0 → 0 < x ⬝ᵥ A *ᵥ x) ∧
      directionalAverage n A < isotropic A := by
  -- fewer than three directions leave a nonzero vector orthogonal to all of them
  have hker : LinearMap.ker (Matrix.of n).mulVecLin ≠ ⊥ := by
    apply LinearMap.ker_ne_bot_of_finrank_lt
    simp only [Module.finrank_fin_fun]
    omega
  obtain ⟨m, hmem, hm⟩ := Submodule.exists_mem_ne_zero_of_ne_bot hker
  have hmn : ∀ k, m ⬝ᵥ n k = 0 := by
    intro k
    rw [dotProduct_comm]
    exact congrFun (LinearMap.mem_ker.mp hmem) k
  refine ⟨stretched m, ?_, ?_, coplanar_underestimates hN n hn hm hmn⟩
  · apply Matrix.IsSymm.ext
    intro i j
    simp only [stretched, Matrix.add_apply, Matrix.vecMulVec_apply, Matrix.one_apply,
      eq_comm (a := j) (b := i), mul_comm (m j) (m i)]
  · intro x hx
    rw [stretched_response]
    linarith [dot_self_pos hx, sq_nonneg (m ⬝ᵥ x)]
```

Three orthonormal directions are enough. Let Q be the square matrix with rows n_0, n_1, n_2. Orthonormality says Q Qᵀ = I, hence Qᵀ Q = I. But

(Qᵀ Q)_ij = Σ_k (n_k)_i (n_k)_j = S_ij,

so S = I, which is (N/3) I for N = 3. The steps `h1`, `h2` and `h3` are these three matrix identities.

```lean
/-- Three orthonormal field directions give the isotropic value of every real 3 by 3 tensor. -/
theorem orthonormal_triad_suffices (n : Fin 3 → Fin 3 → ℝ)
    (hn : ∀ i j, n i ⬝ᵥ n j = if i = j then 1 else 0) (A : Matrix (Fin 3) (Fin 3) ℝ) :
    directionalAverage n A = isotropic A := by
  have h1 : Matrix.of n * (Matrix.of n)ᵀ = 1 := by
    ext i j
    rw [Matrix.one_apply, ← hn i j]
    simp [Matrix.mul_apply, dotProduct]
  -- orthonormal rows of a square matrix imply orthonormal columns
  have h2 : (Matrix.of n)ᵀ * Matrix.of n = 1 := mul_eq_one_comm.mp h1
  have h3 : frame n = (Matrix.of n)ᵀ * Matrix.of n := by
    ext i j
    simp [frame, Matrix.sum_apply, Matrix.vecMulVec_apply, Matrix.mul_apply]
  apply average_eq_isotropic_of_frame (by norm_num) n
  rw [h3, h2]
  norm_num

end

end IsotropicPolarizability
```

```lean
#print axioms IsotropicPolarizability.average_eq_isotropic_iff
#print axioms IsotropicPolarizability.one_or_two_directions_fail
#print axioms IsotropicPolarizability.orthonormal_triad_suffices
```

```
'IsotropicPolarizability.average_eq_isotropic_iff' depends on axioms: [propext, Classical.choice, Quot.sound]
'IsotropicPolarizability.one_or_two_directions_fail' depends on axioms: [propext, Classical.choice, Quot.sound]
'IsotropicPolarizability.orthonormal_triad_suffices' depends on axioms: [propext, Classical.choice, Quot.sound]
```
